# The virial theorem for independent particles on an interval with zero density slope at both ends

One way to assign a kinetic energy to an atom in a molecule is to integrate a kinetic energy density over a region of space allotted to that atom. Two densities are in common use, one built from squared gradients of the orbitals and one from their second derivatives, and over an arbitrary region they generally give different numbers. In a one-dimensional model of non-interacting particles in stationary states, the two numbers agree if the slope of the electron density vanishes at both ends of the region, and their common value obeys a virial relation with a surface term.

## Two kinetic energies and one stress

Let finitely many real orbitals p_i satisfy, in atomic units,

−p_i''/2 + v p_i = e_i p_i

between a and b, where e_i is the orbital energy and the potential v has a continuous derivative v'. Define the density ρ, the gradient and Laplacian kinetic energy densities G and K, and the stress s:

ρ = ∑_i p_i²

G = ∑_i p_i'²/2

K = −∑_i p_i p_i''/2

s = ∑_i (p_i p_i'' − p_i'²)/2

The claim is that if ρ'(a) = ρ'(b) = 0, then ∫G dx = ∫K dx = T and

2T = ∫ x v' ρ dx − [x s],

where integrals run from a to b and [f] means f(b) − f(a).

First compare the two kinetic energies. Since ρ' = 2 ∑_i p_i p_i',

K − G = −½ ∑_i (p_i p_i'' + p_i'²) = −½ (∑_i p_i p_i')' = −ρ''/4.

Integration gives

∫K dx = ∫G dx − (ρ'(b) − ρ'(a))/4,

so the two agree exactly when ρ' takes the same value at both ends. Zero slope at both ends is one such case.

Next, the orbital equation gives p_i'' = 2(v − e_i) p_i. Putting this into the stress removes the second derivative:

s = ∑_i [(v − e_i) p_i² − p_i'²/2].

Differentiate, and use the orbital equation once more:

s' = v' ρ + ∑_i p_i' [2(v − e_i) p_i − p_i''] = v' ρ.

This is a local force balance. It follows that (x s)' = s + x v' ρ. The definitions also give s = −(G + K), so integrating (x s)' yields

∫G dx + ∫K dx = ∫ x v' ρ dx − [x s].

No condition on the slope has been used here. When ρ' vanishes at both ends, the left side is 2T, which proves the claim.

## The orbitals and their densities in Lean

```lean
import Mathlib

open Set

namespace AtomicVirial

noncomputable section

variable {ι : Type*} [Fintype ι]
```

The type `ι` labels the orbitals and is finite.

```lean
/-- Real orbitals `p i` with first and second derivatives `dp i`, `ddp i` that solve
`-p''/2 + v p = e p` between `a` and `b`. -/
structure StationaryOrbitals (a b : ℝ) (v : ℝ → ℝ) (e : ι → ℝ)
    (p dp ddp : ι → ℝ → ℝ) : Prop where
  first : ∀ i, ∀ x ∈ uIcc a b, HasDerivAt (p i) (dp i x) x
  second : ∀ i, ∀ x ∈ uIcc a b, HasDerivAt (dp i) (ddp i x) x
  schrodinger : ∀ i, ∀ x ∈ uIcc a b, -ddp i x / 2 + v x * p i x = e i * p i x
```

The functions `p i`, `dp i` and `ddp i` are p_i, p_i' and p_i''. The first two fields make them true derivatives, and the third is the orbital equation. The set `uIcc a b` is the closed interval between `a` and `b` in either order. `HasDerivAt` is a two-sided derivative, so the orbitals are differentiable at the end points as functions on the line, as they are when the interval is cut out of a larger system.

Neither normalisation nor orthogonality is required. An occupation number can therefore be absorbed into an orbital by scaling it with the square root of the occupation.

```lean
/-- The density `ρ = ∑ p²`. -/
def density (p : ι → ℝ → ℝ) (x : ℝ) : ℝ := ∑ i, p i x ^ 2

/-- The gradient form `∑ p'²/2` of the kinetic energy density. -/
def gradientKinetic (dp : ι → ℝ → ℝ) (x : ℝ) : ℝ := ∑ i, dp i x ^ 2 / 2

/-- The Laplacian form `-∑ p p''/2` of the kinetic energy density. -/
def laplacianKinetic (p ddp : ι → ℝ → ℝ) (x : ℝ) : ℝ := ∑ i, -(p i x * ddp i x) / 2

/-- The one-dimensional stress `s = ∑ (p p'' - p'²)/2`. -/
def stress (p dp ddp : ι → ℝ → ℝ) (x : ℝ) : ℝ :=
  ∑ i, (p i x * ddp i x - dp i x ^ 2) / 2
```

These are ρ, G, K and s as defined above.

## The slope of the density and the difference of the kinetic energies

```lean
variable {a b : ℝ} {v dv : ℝ → ℝ} {e : ι → ℝ} {p dp ddp : ι → ℝ → ℝ}

/-- The slope of the density is `ρ' = 2 ∑ p p'`. -/
theorem deriv_density (h : StationaryOrbitals a b v e p dp ddp) {x : ℝ}
    (hx : x ∈ uIcc a b) : deriv (density p) x = 2 * ∑ i, p i x * dp i x := by
  have hd : density p = fun y => ∑ i, p i y * p i y := by
    funext y
    simp only [density, sq]
  rw [hd, Finset.mul_sum]
  refine HasDerivAt.deriv (HasDerivAt.fun_sum fun i _ => ?_)
  exact ((h.first i x hx).fun_mul (h.first i x hx)).congr_deriv (by ring)
```

This is the product rule, summed over the orbitals. It lets later theorems state the boundary condition with `deriv (density p)`, the actual slope of the density. In three dimensions the corresponding condition is that the density gradient has no component normal to the surface of the atom.

```lean
/-- In a continuous potential both kinetic energy densities are integrable
between `a` and `b`. -/
theorem kinetic_integrable (h : StationaryOrbitals a b v e p dp ddp)
    (hv : ContinuousOn v (uIcc a b)) :
    IntervalIntegrable (gradientKinetic dp) MeasureTheory.volume a b ∧
    IntervalIntegrable (laplacianKinetic p ddp) MeasureTheory.volume a b := by
  have hp : ∀ i, ContinuousOn (p i) (uIcc a b) := fun i x hx =>
    (h.first i x hx).continuousAt.continuousWithinAt
  have hdp : ∀ i, ContinuousOn (dp i) (uIcc a b) := fun i x hx =>
    (h.second i x hx).continuousAt.continuousWithinAt
  -- the Schrödinger equation makes the second derivative continuous
  have hddp : ∀ i, ContinuousOn (ddp i) (uIcc a b) := by
    intro i
    have hc : ContinuousOn (fun x => 2 * (v x - e i) * p i x) (uIcc a b) :=
      (continuousOn_const.mul (hv.sub continuousOn_const)).mul (hp i)
    refine hc.congr fun x hx => ?_
    show ddp i x = 2 * (v x - e i) * p i x
    linear_combination -2 * h.schrodinger i x hx
  constructor
  · exact ContinuousOn.intervalIntegrable
      (continuousOn_finsetSum _ fun i _ => ((hdp i).pow 2).div_const 2)
  · exact ContinuousOn.intervalIntegrable
      (continuousOn_finsetSum _ fun i _ => (((hp i).mul (hddp i)).neg).div_const 2)
```

Lean assigns the value 0 to the integral of a non-integrable function, so integrability is proved first. The orbitals and their first derivatives are continuous because they are differentiable. Multiplying the orbital equation by −2 gives p_i'' = 2(v − e_i) p_i, which is continuous when v is.

```lean
/-- The two kinetic energies of the interval differ by a quarter of the net flux of `ρ'`. -/
theorem kinetic_difference (h : StationaryOrbitals a b v e p dp ddp)
    (hv : ContinuousOn v (uIcc a b)) :
    ∫ x in a..b, laplacianKinetic p ddp x =
      (∫ x in a..b, gradientKinetic dp x)
        - (deriv (density p) b - deriv (density p) a) / 4 := by
  obtain ⟨hG, hK⟩ := kinetic_integrable h hv
  -- the difference of the integrands is the derivative of `-∑ p p'/2`
  have hF : ∀ x ∈ uIcc a b, HasDerivAt (fun y => ∑ i, -(p i y * dp i y) / 2)
      (laplacianKinetic p ddp x - gradientKinetic dp x) x := by
    intro x hx
    simp only [laplacianKinetic, gradientKinetic, ← Finset.sum_sub_distrib]
    refine HasDerivAt.fun_sum fun i _ => ?_
    exact ((((h.first i x hx).fun_mul (h.second i x hx)).fun_neg).div_const 2).congr_deriv
      (by ring)
  have key : ∫ x in a..b, (laplacianKinetic p ddp x - gradientKinetic dp x) =
      (∑ i, -(p i b * dp i b) / 2) - ∑ i, -(p i a * dp i a) / 2 :=
    intervalIntegral.integral_eq_sub_of_hasDerivAt hF (hK.sub hG)
  have hs : ∀ x, ∑ i, -(p i x * dp i x) / 2 = -(∑ i, p i x * dp i x) / 2 := by
    intro x
    rw [← Finset.sum_div, Finset.sum_neg_distrib]
  rw [intervalIntegral.integral_sub hK hG, hs, hs] at key
  rw [deriv_density h right_mem_uIcc, deriv_density h left_mem_uIcc]
  linarith
```

The step `hF` shows that K − G is the derivative of −½ ∑_i p_i p_i'. The fundamental theorem of calculus then gives `key`, and `deriv_density` turns the end values into slopes of ρ.

```lean
/-- The two kinetic energies agree exactly when `ρ'` has the same value at both ends. -/
theorem kinetic_agree_iff (h : StationaryOrbitals a b v e p dp ddp)
    (hv : ContinuousOn v (uIcc a b)) :
    ∫ x in a..b, gradientKinetic dp x = ∫ x in a..b, laplacianKinetic p ddp x ↔
      deriv (density p) a = deriv (density p) b := by
  rw [kinetic_difference h hv]
  constructor <;> intro h' <;> linarith
```

The equivalence follows by linear arithmetic. As a numerical check, agreement of the two integrals therefore tests whether the end slopes are equal, and does not by itself show that they are zero.

## The virial relation with its surface term

```lean
/-- For any interval, the sum of the two kinetic energies is the virial `∫ x v' ρ` minus
the surface term `[x s]`. -/
theorem virial_any_interval (h : StationaryOrbitals a b v e p dp ddp)
    (hv : ∀ x ∈ uIcc a b, HasDerivAt v (dv x) x) (hdv : ContinuousOn dv (uIcc a b)) :
    (∫ x in a..b, gradientKinetic dp x) + ∫ x in a..b, laplacianKinetic p ddp x =
      (∫ x in a..b, x * (dv x * density p x))
        - (b * stress p dp ddp b - a * stress p dp ddp a) := by
  obtain ⟨hG, hK⟩ := kinetic_integrable h
    (fun x hx => (hv x hx).continuousAt.continuousWithinAt)
  -- eliminating `p''` gives a form of the stress that can be differentiated
  obtain ⟨S, hS, hSt⟩ : ∃ S : ℝ → ℝ,
      (∀ x ∈ uIcc a b, HasDerivAt S (dv x * density p x) x) ∧
      ∀ x ∈ uIcc a b, S x = stress p dp ddp x := by
    refine ⟨fun y => ∑ i, ((v y - e i) * (p i y * p i y) - dp i y * dp i y / 2),
      fun x hx => ?_, fun x hx => Finset.sum_congr rfl fun i _ => ?_⟩
    · rw [density, Finset.mul_sum]
      refine HasDerivAt.fun_sum fun i _ => ?_
      have h1 : HasDerivAt (fun y => (v y - e i) * (p i y * p i y) - dp i y * dp i y / 2)
          (dv x * (p i x * p i x) + (v x - e i) * (dp i x * p i x + p i x * dp i x)
            - (ddp i x * dp i x + dp i x * ddp i x) / 2) x :=
        (((hv x hx).sub_const (e i)).fun_mul
          ((h.first i x hx).fun_mul (h.first i x hx))).fun_sub
          (((h.second i x hx).fun_mul (h.second i x hx)).div_const 2)
      refine h1.congr_deriv ?_
      linear_combination 2 * dp i x * h.schrodinger i x hx
    · linear_combination p i x * h.schrodinger i x hx
  have hSi : IntervalIntegrable S MeasureTheory.volume a b :=
    ContinuousOn.intervalIntegrable
      fun x hx => (hS x hx).continuousAt.continuousWithinAt
  have hρ : ContinuousOn (density p) (uIcc a b) :=
    continuousOn_finsetSum _ fun i _ =>
      ContinuousOn.pow (fun x hx => (h.first i x hx).continuousAt.continuousWithinAt) 2
  have hVi : IntervalIntegrable (fun x => x * (dv x * density p x))
      MeasureTheory.volume a b :=
    (continuousOn_id.mul (hdv.mul hρ)).intervalIntegrable
  -- integrate the derivative of `x s`
  have key : ∫ x in a..b, (S x + x * (dv x * density p x)) = b * S b - a * S a :=
    intervalIntegral.integral_eq_sub_of_hasDerivAt (f := fun y => y * S y)
      (fun x hx => ((hasDerivAt_id' x).fun_mul (hS x hx)).congr_deriv (by ring))
      (hSi.add hVi)
  rw [intervalIntegral.integral_add hSi hVi, hSt b right_mem_uIcc,
    hSt a left_mem_uIcc] at key
  have hT : (∫ x in a..b, gradientKinetic dp x) + ∫ x in a..b, laplacianKinetic p ddp x =
      -∫ x in a..b, S x := by
    rw [← intervalIntegral.integral_add hG hK, ← intervalIntegral.integral_neg]
    refine intervalIntegral.integral_congr fun x hx => ?_
    show gradientKinetic dp x + laplacianKinetic p ddp x = -S x
    rw [hSt x hx, gradientKinetic, laplacianKinetic, stress, ← Finset.sum_add_distrib,
      ← Finset.sum_neg_distrib]
    exact Finset.sum_congr rfl fun i _ => by ring
  linarith
```

The function `dv` is v', assumed continuous on the interval. The auxiliary function `S` is the stress with p_i'' eliminated. Its derivative is v' ρ, and it equals `stress` on the interval; both facts come from multiples of the orbital equation supplied to `linear_combination`. The step `key` integrates (x s)', and `hT` uses s = −(G + K) to replace the integral of the stress by the two kinetic energies.

```lean
/-- If `ρ'` vanishes at both ends of the interval, the two kinetic energies have a common value `T`,
and `2T = ∫ x v' ρ - [x s]`. -/
theorem atomic_virial (h : StationaryOrbitals a b v e p dp ddp)
    (hv : ∀ x ∈ uIcc a b, HasDerivAt v (dv x) x) (hdv : ContinuousOn dv (uIcc a b))
    (ha : deriv (density p) a = 0) (hb : deriv (density p) b = 0) :
    ∫ x in a..b, gradientKinetic dp x = ∫ x in a..b, laplacianKinetic p ddp x ∧
    2 * ∫ x in a..b, gradientKinetic dp x =
      (∫ x in a..b, x * (dv x * density p x))
        - (b * stress p dp ddp b - a * stress p dp ddp a) := by
  have hT := (kinetic_agree_iff h
    (fun x hx => (hv x hx).continuousAt.continuousWithinAt)).2 (ha.trans hb.symm)
  have hV := virial_any_interval h hv hdv
  exact ⟨hT, by linarith⟩
```

The hypotheses `ha` and `hb` are the zero-flux conditions. They make the two kinetic energies equal through `kinetic_agree_iff`, and `virial_any_interval` then gives the formula for 2T.

The atomic virial theorem of atoms-in-molecules theory concerns regions of a three-dimensional molecule with interacting electrons. The theorem here treats independent particles on a finite interval, so it covers neither electron repulsion nor an outer atom whose region extends to infinity. If v is read as an effective one-particle potential, T is the kinetic energy of the orbitals in that potential.

```lean
/-- For a potential with `x v' = n v` and zero flux at both ends,
`2T = n ∫ v ρ - [x s]`. -/
theorem atomic_virial_homogeneous (h : StationaryOrbitals a b v e p dp ddp)
    (hv : ∀ x ∈ uIcc a b, HasDerivAt v (dv x) x) (hdv : ContinuousOn dv (uIcc a b))
    (ha : deriv (density p) a = 0) (hb : deriv (density p) b = 0)
    (n : ℝ) (hn : ∀ x ∈ uIcc a b, x * dv x = n * v x) :
    2 * ∫ x in a..b, gradientKinetic dp x =
      n * (∫ x in a..b, v x * density p x)
        - (b * stress p dp ddp b - a * stress p dp ddp a) := by
  rw [(atomic_virial h hv hdv ha hb).2, ← intervalIntegral.integral_const_mul]
  congr 1
  refine intervalIntegral.integral_congr fun x hx => ?_
  show x * (dv x * density p x) = n * (v x * density p x)
  linear_combination density p x * hn x hx
```

If x v' = n v, the virial integral becomes n times the potential energy of the interval. A harmonic potential centred at the origin has n = 2. A potential proportional to 1/x has n = −1 and is admitted on intervals that avoid the origin. The proof moves the constant n under the integral and matches the two integrands by multiplying `hn` by the density.

## Two oscillator orbitals with zero density slope at 0 and 3/5

An example shows that the conditions can be met in a potential that is not constant. Take v = x²/2 with the orbitals exp(−x²/2) and (5/4) x exp(−x²/2), whose energies are 1/2 and 3/2.

```lean
/-- The Gaussian `exp(-x²/2)`. -/
def gauss (x : ℝ) : ℝ := Real.exp (-(x * x) / 2)

/-- The orbitals `exp(-x²/2)` and `(5/4) x exp(-x²/2)`. -/
def oscP : Fin 2 → ℝ → ℝ := ![gauss, fun x => 5 / 4 * x * gauss x]

/-- The first derivatives of the orbitals `oscP`. -/
def oscDP : Fin 2 → ℝ → ℝ :=
  ![fun x => -x * gauss x, fun x => 5 / 4 * (1 - x * x) * gauss x]

/-- The second derivatives of the orbitals `oscP`. -/
def oscDDP : Fin 2 → ℝ → ℝ :=
  ![fun x => (x * x - 1) * gauss x, fun x => 5 / 4 * (x * x * x - 3 * x) * gauss x]
```

The density is ρ = (1 + 25x²/16) exp(−x²), and its slope is

ρ' = (x/8)(9 − 25x²) exp(−x²),

which vanishes at 0 and at 3/5. The orbitals are not normalised: their squared norms over the whole line are √π and 25√π/32. After division by √π, the density is that of normalised oscillator orbitals with occupations 1 and 25/32.

```lean
/-- The orbitals `oscP` solve the Schrödinger equation with `v = x²/2` between `0` and `3/5`,
and the slope of their density vanishes at both ends. -/
theorem atomic_virial_witness :
    StationaryOrbitals 0 (3 / 5) (fun x => x ^ 2 / 2) ![1 / 2, 3 / 2] oscP oscDP oscDDP ∧
    deriv (density oscP) 0 = 0 ∧ deriv (density oscP) (3 / 5) = 0 := by
  have hg : ∀ x, HasDerivAt gauss (-x * gauss x) x := by
    intro x
    have h1 : HasDerivAt gauss (gauss x * (-(1 * x + x * 1) / 2)) x :=
      ((((hasDerivAt_id' x).fun_mul (hasDerivAt_id' x)).fun_neg).div_const 2).exp
    exact h1.congr_deriv (by ring)
  have h : StationaryOrbitals 0 (3 / 5) (fun x => x ^ 2 / 2) ![1 / 2, 3 / 2]
      oscP oscDP oscDDP := by
    refine ⟨Fin.forall_fin_two.2 ⟨fun x _ => hg x, fun x _ => ?_⟩,
      Fin.forall_fin_two.2 ⟨fun x _ => ?_, fun x _ => ?_⟩,
      Fin.forall_fin_two.2 ⟨fun x _ => ?_, fun x _ => ?_⟩⟩
    · show HasDerivAt (fun y => 5 / 4 * y * gauss y) (5 / 4 * (1 - x * x) * gauss x) x
      exact (((hasDerivAt_id' x).const_mul (5 / 4)).fun_mul (hg x)).congr_deriv (by ring)
    · show HasDerivAt (fun y => -y * gauss y) ((x * x - 1) * gauss x) x
      exact ((hasDerivAt_id' x).fun_neg.fun_mul (hg x)).congr_deriv (by ring)
    · show HasDerivAt (fun y => 5 / 4 * (1 - y * y) * gauss y)
        (5 / 4 * (x * x * x - 3 * x) * gauss x) x
      exact (((((hasDerivAt_id' x).fun_mul (hasDerivAt_id' x)).const_sub 1).const_mul
        (5 / 4)).fun_mul (hg x)).congr_deriv (by ring)
    · show -((x * x - 1) * gauss x) / 2 + x ^ 2 / 2 * gauss x = 1 / 2 * gauss x
      ring
    · show -(5 / 4 * (x * x * x - 3 * x) * gauss x) / 2 + x ^ 2 / 2 * (5 / 4 * x * gauss x)
        = 3 / 2 * (5 / 4 * x * gauss x)
      ring
  -- write out the sum `∑ p p'` for the two orbitals
  have hs : ∀ x, ∑ i, oscP i x * oscDP i x =
      gauss x * (-x * gauss x) + 5 / 4 * x * gauss x * (5 / 4 * (1 - x * x) * gauss x) :=
    fun x => Fin.sum_univ_two _
  refine ⟨h, ?_, ?_⟩
  · rw [deriv_density h left_mem_uIcc, hs]
    ring
  · rw [deriv_density h right_mem_uIcc, hs]
    ring

end

end AtomicVirial
```

The proof differentiates the Gaussian once, obtains the other derivatives from the product rule, and checks the two orbital equations by algebra. The formula for `deriv (density oscP)` then reduces to zero at each end. Since v' = x is continuous, `atomic_virial` applies to this interval. The interval runs from a minimum of the density to a maximum, so it is not a complete atomic region bounded by density minima; the theorem uses only the vanishing slopes.

```lean
#print axioms AtomicVirial.virial_any_interval
#print axioms AtomicVirial.atomic_virial_homogeneous
```

```
'AtomicVirial.virial_any_interval' depends on axioms: [propext, Classical.choice, Quot.sound]
'AtomicVirial.atomic_virial_homogeneous' depends on axioms: [propext, Classical.choice, Quot.sound]
```
